# Hook products of Young diagrams and the number of spin functions for two rows

## Sizing a spin-adapted basis

A spin-adapted configuration interaction calculation may include every independent spin function of each spatial configuration it uses. For $n$ singly occupied orbitals and a chosen total spin $S$, the number of these functions at one allowed spin projection $M$ is then the number of basis functions the configuration contributes.

Write $n=a+b$ and $S=(a-b)/2$, with $a\ge b\ge 1$. The number is then $n!$ divided by the product of the hook lengths of the Young diagram with rows $a$ and $b$. The count concerns finitely many spin-½ electrons in distinct orbitals and does not depend on the Hamiltonian.

## Hooks and shifted rows

Let a Young diagram have row lengths $\lambda_0\ge\lambda_1\ge\dots$ and column lengths $\lambda'_0\ge\lambda'_1\ge\dots$, with rows and columns numbered from 0. The hook length $h_{ij}$ of the cell $(i,j)$ counts the cell itself, the cells to its right and the cells below it. Let $H$ be the product of all hook lengths. Choose $k$ at least as large as the number of rows, and set

$$l_i=\lambda_i+k-1-i,\qquad 0\le i<k.$$

The general identity is

$$H\prod_{0\le i<r<k}(l_i-l_r)=\prod_{i=0}^{k-1} l_i!.$$

## One row fills an interval

The hook of $(i,j)$ has $\lambda_i-j$ cells in its row, corner included, and $\lambda'_j-i-1$ cells below the corner. Hence

$$h_{ij}=\lambda_i+\lambda'_j-i-j-1.$$

Fix a row $i<k$ and consider two lists of integers: the hook lengths $h_{ij}$ for $0\le j<\lambda_i$, and the differences $l_i-l_r=\lambda_i-\lambda_r+r-i$ for $i<r<k$.

- **No repetition within a list.** The hook lengths strictly decrease with $j$, and the differences strictly increase with $r$.
- **No common value.** The equation $h_{ij}=l_i-l_r$ would require $\lambda'_j+\lambda_r=r+j+1$. If the cell $(r,j)$ is in the diagram, then $\lambda_r\ge j+1$ and $\lambda'_j\ge r+1$, so the left side is at least $r+j+2$. If it is not, then $\lambda_r\le j$ and $\lambda'_j\le r$, so the left side is at most $r+j$.
- **Range.** All values are at least 1. Since $\lambda'_j\le k$, no hook length exceeds $l_i$; since $l_r\ge0$, no difference does either.

Together the lists have $\lambda_i+(k-1-i)=l_i$ members, so they are exactly $1,\dots,l_i$, and their product is $l_i!$. Multiplying over all rows gives the identity.

## Two rows and the spin count

For rows $a\ge b$ take $k=2$. Then $l_0=a+1$ and $l_1=b$, so

$$H\,(a-b+1)=(a+1)!\,b!.$$

For $b\ge1$,

$$\binom{a+b}{b}-\binom{a+b}{b-1}
=\frac{(a+b)!}{(a+1)!\,b!}\,\bigl[(a+1)-b\bigr]=\frac{(a+b)!}{H}.$$

A spin configuration with $d$ electrons down has $2M=n-2d$, and there are $\binom{n}{d}$ of them. The two binomials therefore count the configurations with $M=(a-b)/2$ and with $M=(a-b)/2+1$. Each multiplet of spin $S'$ supplies one state for every $M=-S',\dots,S'$. Subtracting the two counts thus leaves one state for each multiplet with $S=(a-b)/2$.

For three electrons with $a=2$, $b=1$, the hook lengths are $3,1,1$, and $3!/3=2$: there are two independent doublet functions at each $M$.

## What the Lean statements say

The partition is a `YoungDiagram`, with `μ.rowLen i` for $\lambda_i$ and `μ.colLen j` for $\lambda'_j$. The functions `hookLength`, `hookProduct` and `shiftedRow` are $h_{ij}$, $H$ and $l_i$. In `hookProduct_mul_differences`, the hypothesis `μ.colLen 0 ≤ k` says that the diagram has at most $k$ rows; empty rows are allowed. The differences are taken in the integers.

`twoRow a b h` is the two-row diagram, where `h` is a proof of `b ≤ a`. `twoRow_dimension` states the binomial formula with division in the rationals. It assumes `1 ≤ b` because natural-number subtraction would turn `b - 1` into 0 at $b=0$ and give the wrong binomial. The excluded case $b=0$ is the highest spin, $S=n/2$: the diagram is then a single row, $H=n!$, and there is one spin function at each $M$.

A spin configuration is given by the set `s` of down electrons, `twoM s` is $2M$, and `configCount n m` counts the spin configurations with $2M=m$. The final theorem, `spin_count_eq_hook`, equates the difference of two such counts with $(a+b)!/H$. The file defines no spin operators, so the passage from this difference to multiplets rests on the angular-momentum argument above. Nor does it count standard tableaux, which is the subject of the hook length formula; it evaluates the hook product itself.

## The complete file

```lean
import Mathlib

open Finset
open scoped Nat

namespace YoungHookSpin

/-- The hook length of a cell: the number of cells of the diagram that lie in its row at or to
the right of it, or in its column at or below it. -/
def hookLength (μ : YoungDiagram) (c : ℕ × ℕ) : ℕ :=
  (μ.cells.filter (fun d => (d.1 = c.1 ∧ c.2 ≤ d.2) ∨ (d.2 = c.2 ∧ c.1 ≤ d.1))).card

/-- The product of all hook lengths of a Young diagram. -/
def hookProduct (μ : YoungDiagram) : ℕ := ∏ c ∈ μ.cells, hookLength μ c

/-- The shifted row length `l_i = λ_i + (k - 1 - i)`, with the `k` rows numbered from `0`. -/
def shiftedRow (μ : YoungDiagram) (k i : ℕ) : ℕ := μ.rowLen i + (k - 1 - i)

/-- The hook length of the cell `(i, j)` expressed by the lengths of its row and its column. -/
theorem hookLength_add (μ : YoungDiagram) {i j : ℕ} (h : (i, j) ∈ μ) :
    hookLength μ (i, j) + i + j + 1 = μ.rowLen i + μ.colLen j := by
  have hr := YoungDiagram.mem_iff_lt_rowLen.1 h
  have hc := YoungDiagram.mem_iff_lt_colLen.1 h
  -- the hook is a horizontal arm (with the corner) and a vertical leg
  have key : hookLength μ (i, j) = ((Ico j (μ.rowLen i)).image (fun b => (i, b)) ∪
      (Ico (i + 1) (μ.colLen j)).image (fun a => (a, j))).card := by
    unfold hookLength
    refine congrArg Finset.card ?_
    ext ⟨x, y⟩
    simp only [mem_filter, YoungDiagram.mem_cells, mem_union, mem_image, mem_Ico,
      Prod.mk.injEq]
    constructor
    · rintro ⟨hm, ⟨rfl, hy⟩ | ⟨rfl, hx⟩⟩
      · exact Or.inl ⟨_, ⟨hy, YoungDiagram.mem_iff_lt_rowLen.1 hm⟩, rfl, rfl⟩
      · rcases hx.eq_or_lt with rfl | hx
        · exact Or.inl ⟨_, ⟨le_rfl, hr⟩, rfl, rfl⟩
        · exact Or.inr ⟨_, ⟨hx, YoungDiagram.mem_iff_lt_colLen.1 hm⟩, rfl, rfl⟩
    · rintro (⟨b, ⟨h1, h2⟩, rfl, rfl⟩ | ⟨a, ⟨h1, h2⟩, rfl, rfl⟩)
      · exact ⟨YoungDiagram.mem_iff_lt_rowLen.2 h2, Or.inl ⟨rfl, h1⟩⟩
      · exact ⟨YoungDiagram.mem_iff_lt_colLen.2 h2, Or.inr ⟨rfl, by omega⟩⟩
  have hd : Disjoint ((Ico j (μ.rowLen i)).image (fun b => (i, b)))
      ((Ico (i + 1) (μ.colLen j)).image (fun a => (a, j))) := by
    refine disjoint_left.2 fun p hp hq => ?_
    obtain ⟨b, _, rfl⟩ := mem_image.1 hp
    obtain ⟨a, ha, e⟩ := mem_image.1 hq
    have e1 : a = i := congrArg Prod.fst e
    have := (mem_Ico.1 ha).1
    omega
  rw [key, card_union_of_disjoint hd,
    card_image_of_injective _ (fun x y e => by have := congrArg Prod.snd e; exact this),
    card_image_of_injective _ (fun x y e => by have := congrArg Prod.fst e; exact this),
    Nat.card_Ico, Nat.card_Ico]
  omega

/-- For a Young diagram with at most `k` rows and an index `i < k`, the product of the hook lengths
in row `i` times the product of the differences `l_i - l_r` over `i < r < k` equals `l_i!`. -/
theorem row_hook_product (μ : YoungDiagram) {k i : ℕ} (hk : μ.colLen 0 ≤ k) (hi : i < k) :
    ((∏ j ∈ range (μ.rowLen i), hookLength μ (i, j) : ℕ) : ℤ) *
      ∏ r ∈ Ico (i + 1) k, ((shiftedRow μ k i : ℤ) - shiftedRow μ k r) =
      ((shiftedRow μ k i)! : ℤ) := by
  have hH : ∀ j, j < μ.rowLen i →
      hookLength μ (i, j) + i + j + 1 = μ.rowLen i + μ.colLen j ∧ i < μ.colLen j ∧
        μ.colLen j ≤ k := fun j hj =>
    have hm := YoungDiagram.mem_iff_lt_rowLen.2 hj
    ⟨hookLength_add μ hm, YoungDiagram.mem_iff_lt_colLen.1 hm,
      (μ.colLen_anti 0 j (Nat.zero_le j)).trans hk⟩
  have hl : ∀ r ∈ Ico (i + 1) k, shiftedRow μ k r < shiftedRow μ k i := by
    intro r hr
    have hr := mem_Ico.1 hr
    have := μ.rowLen_anti i r (by omega)
    unfold shiftedRow
    omega
  have injA : Set.InjOn (fun j => hookLength μ (i, j)) (range (μ.rowLen i) : Set ℕ) := by
    intro x hx y hy e
    have e : hookLength μ (i, x) = hookLength μ (i, y) := e
    have h1 := hH x (mem_range.1 (mem_coe.1 hx))
    have h2 := hH y (mem_range.1 (mem_coe.1 hy))
    rcases le_total x y with h | h
    · have := μ.colLen_anti x y h
      omega
    · have := μ.colLen_anti y x h
      omega
  have injB : Set.InjOn (fun r => shiftedRow μ k i - shiftedRow μ k r)
      (Ico (i + 1) k : Set ℕ) := by
    intro x hx y hy e
    have e : shiftedRow μ k i - shiftedRow μ k x = shiftedRow μ k i - shiftedRow μ k y := e
    have hx := mem_coe.1 hx
    have hy := mem_coe.1 hy
    have h1 := hl x hx
    have h2 := hl y hy
    rw [mem_Ico] at hx hy
    unfold shiftedRow at e h1 h2
    rcases le_total x y with h | h
    · have := μ.rowLen_anti x y h
      omega
    · have := μ.rowLen_anti y x h
      omega
  -- no hook length equals a difference of shifted row lengths
  have hd : Disjoint ((range (μ.rowLen i)).image (fun j => hookLength μ (i, j)))
      ((Ico (i + 1) k).image (fun r => shiftedRow μ k i - shiftedRow μ k r)) := by
    refine disjoint_left.2 fun p hp hq => ?_
    obtain ⟨j, hj, e1⟩ := mem_image.1 hp
    obtain ⟨r, hr, e2⟩ := mem_image.1 hq
    have h1 := hH j (mem_range.1 hj)
    have h2 := hl r hr
    have h3 : j < μ.rowLen r ↔ r < μ.colLen j := by
      rw [← YoungDiagram.mem_iff_lt_rowLen, YoungDiagram.mem_iff_lt_colLen]
    rw [mem_Ico] at hr

    unfold shiftedRow at e2 h2
    omega
  -- together they fill the interval from 1 to l_i
  have hU : (range (μ.rowLen i)).image (fun j => hookLength μ (i, j)) ∪
      (Ico (i + 1) k).image (fun r => shiftedRow μ k i - shiftedRow μ k r) =
      Icc 1 (shiftedRow μ k i) := by
    apply eq_of_subset_of_card_le
    · intro p hp
      rw [mem_Icc]
      rcases mem_union.1 hp with hp | hp
      · obtain ⟨j, hj, rfl⟩ := mem_image.1 hp
        have hj' := mem_range.1 hj
        have h1 := hH j (mem_range.1 hj)
        unfold shiftedRow
        omega
      · obtain ⟨r, hr, rfl⟩ := mem_image.1 hp
        have h2 := hl r hr
        omega
    · rw [card_union_of_disjoint hd, card_image_of_injOn injA, card_image_of_injOn injB,
        card_range, Nat.card_Ico, Nat.card_Icc]
      unfold shiftedRow
      omega
  have pA : ∏ x ∈ (range (μ.rowLen i)).image (fun j => hookLength μ (i, j)), x =
      ∏ j ∈ range (μ.rowLen i), hookLength μ (i, j) :=
    prod_image (fun x hx y hy e => injA hx hy e)
  have pB : ∏ x ∈ (Ico (i + 1) k).image (fun r => shiftedRow μ k i - shiftedRow μ k r), x =
      ∏ r ∈ Ico (i + 1) k, (shiftedRow μ k i - shiftedRow μ k r) :=
    prod_image (fun x hx y hy e => injB hx hy e)
  have hB : ∏ r ∈ Ico (i + 1) k, ((shiftedRow μ k i : ℤ) - shiftedRow μ k r) =
      ((∏ r ∈ Ico (i + 1) k, (shiftedRow μ k i - shiftedRow μ k r) : ℕ) : ℤ) := by
    rw [Nat.cast_prod]
    exact prod_congr rfl fun r hr => (Nat.cast_sub (hl r hr).le).symm
  have hI : Icc 1 (shiftedRow μ k i) = Ico 1 (shiftedRow μ k i + 1) := by
    ext x
    simp only [mem_Icc, mem_Ico]
    omega
  rw [hB, ← Nat.cast_mul, ← pA, ← pB, ← prod_union hd, hU, hI, prod_Ico_id_eq_factorial]

/-- For a Young diagram with at most `k` rows, the product of all hook lengths times the product
of `l_i - l_r` over `i < r` equals the product of the factorials `l_i!`. -/
theorem hookProduct_mul_differences (μ : YoungDiagram) {k : ℕ} (hk : μ.colLen 0 ≤ k) :
    (hookProduct μ : ℤ) * ∏ i ∈ range k, ∏ r ∈ Ico (i + 1) k,
      ((shiftedRow μ k i : ℤ) - shiftedRow μ k r) =
      ∏ i ∈ range k, ((shiftedRow μ k i)! : ℤ) := by
  have hp : hookProduct μ =
      ∏ i ∈ range k, ∏ j ∈ range (μ.rowLen i), hookLength μ (i, j) := by
    unfold hookProduct
    refine prod_finset_product _ _ (fun i => range (μ.rowLen i)) ?_
    rintro ⟨i, j⟩
    simp only [YoungDiagram.mem_cells, mem_range]
    refine ⟨fun h => ⟨?_, YoungDiagram.mem_iff_lt_rowLen.1 h⟩,
      fun h => YoungDiagram.mem_iff_lt_rowLen.2 h.2⟩
    have h1 := YoungDiagram.mem_iff_lt_colLen.1 h
    have h2 := μ.colLen_anti 0 j (Nat.zero_le j)
    omega
  rw [hp, Nat.cast_prod, ← prod_mul_distrib]
  exact prod_congr rfl fun i hi => row_hook_product μ hk (mem_range.1 hi)

/-- The Young diagram with rows of lengths `a ≥ b`. -/
def twoRow (a b : ℕ) (h : b ≤ a) : YoungDiagram where
  cells := (({0} : Finset ℕ) ×ˢ range a) ∪ (({1} : Finset ℕ) ×ˢ range b)
  isLowerSet := by
    rintro ⟨x, y⟩ ⟨u, v⟩ huv hxy
    have h1 : u ≤ x := huv.1
    have h2 : v ≤ y := huv.2
    simp only [mem_coe, mem_union, mem_product, mem_singleton, mem_range] at hxy ⊢
    omega

/-- The hook product of the diagram with rows `a ≥ b`, times `a - b + 1`, is `(a+1)! b!`. -/
theorem twoRow_hookProduct {a b : ℕ} (h : b ≤ a) :
    (hookProduct (twoRow a b h) : ℤ) * ((a : ℤ) - b + 1) = ((a + 1)! : ℤ) * (b ! : ℤ) := by
  have hm : ∀ i j, (i, j) ∈ twoRow a b h ↔ (i = 0 ∧ j < a) ∨ (i = 1 ∧ j < b) := by
    intro i j
    rw [← YoungDiagram.mem_cells]
    simp only [twoRow, mem_union, mem_product, mem_singleton, mem_range]
  have r0 : ∀ j, j < (twoRow a b h).rowLen 0 ↔ j < a := fun j => by
    rw [← YoungDiagram.mem_iff_lt_rowLen, hm]; omega
  have r1 : ∀ j, j < (twoRow a b h).rowLen 1 ↔ j < b := fun j => by
    rw [← YoungDiagram.mem_iff_lt_rowLen, hm]; omega
  have s0 : shiftedRow (twoRow a b h) 2 0 = a + 1 := by
    have h1 := r0 a
    have h2 := r0 ((twoRow a b h).rowLen 0)
    unfold shiftedRow
    omega
  have s1 : shiftedRow (twoRow a b h) 2 1 = b := by
    have h1 := r1 b
    have h2 := r1 ((twoRow a b h).rowLen 1)
    unfold shiftedRow
    omega
  have hk : (twoRow a b h).colLen 0 ≤ 2 := by
    by_contra hc
    have := (hm 2 0).1 (YoungDiagram.mem_iff_lt_colLen.2 (by omega))
    omega
  have key := hookProduct_mul_differences (twoRow a b h) hk
  have e1 : Ico 1 2 = ({1} : Finset ℕ) := by decide
  have e2 : Ico 2 2 = (∅ : Finset ℕ) := by decide
  simp only [prod_range_succ, prod_range_zero, zero_add, Nat.reduceAdd, e1, e2,
    prod_singleton, prod_empty, one_mul, mul_one, s0, s1] at key
  have e : (a : ℤ) - b + 1 = ((a + 1 : ℕ) : ℤ) - b := by push_cast; ring
  rw [e]
  exact key

/-- For rows `a ≥ b ≥ 1`, `(a+b)!` divided by the hook product is
`C(a+b, b) - C(a+b, b-1)`. -/
theorem twoRow_dimension {a b : ℕ} (h : b ≤ a) (hb : 1 ≤ b) :
    ((a + b)! : ℚ) / (hookProduct (twoRow a b h) : ℚ) =
      ((a + b).choose b : ℚ) - ((a + b).choose (b - 1) : ℚ) := by
  obtain ⟨c, rfl⟩ : ∃ c, b = c + 1 := ⟨b - 1, by omega⟩
  have h1 := Nat.choose_mul_factorial_mul_factorial (show c + 1 ≤ a + (c + 1) by omega)
  have h2 := Nat.choose_mul_factorial_mul_factorial (show c ≤ a + (c + 1) by omega)
  rw [show a + (c + 1) - (c + 1) = a by omega] at h1
  rw [show a + (c + 1) - c = a + 1 by omega] at h2
  have q1 : ((a + (c + 1)).choose (c + 1) : ℚ) * ((c + 1)! : ℚ) * (a ! : ℚ) =
      ((a + (c + 1))! : ℚ) := by exact_mod_cast h1
  have q2 : ((a + (c + 1)).choose c : ℚ) * (c ! : ℚ) * ((a + 1)! : ℚ) =
      ((a + (c + 1))! : ℚ) := by exact_mod_cast h2
  have fa : ((a + 1)! : ℚ) = ((a : ℚ) + 1) * (a ! : ℚ) := by
    exact_mod_cast Nat.factorial_succ a
  have fc : ((c + 1)! : ℚ) = ((c : ℚ) + 1) * (c ! : ℚ) := by
    exact_mod_cast Nat.factorial_succ c
  have H : (hookProduct (twoRow a (c + 1) h) : ℚ) * ((a : ℚ) - c) =
      ((a + 1)! : ℚ) * ((c + 1)! : ℚ) := by
    have := congrArg (Int.cast : ℤ → ℚ) (twoRow_hookProduct h)
    push_cast at this
    linear_combination this
  have hac : (a : ℚ) - c ≠ 0 := by
    have : (c : ℚ) + 1 ≤ a := by exact_mod_cast h
    intro h0
    linarith
  have H0 : (hookProduct (twoRow a (c + 1) h) : ℚ) ≠ 0 := by
    intro e
    rw [e, zero_mul] at H
    exact mul_ne_zero (Nat.cast_ne_zero.2 (Nat.factorial_ne_zero _))
      (Nat.cast_ne_zero.2 (Nat.factorial_ne_zero _)) H.symm
  rw [Nat.add_sub_cancel, div_eq_iff H0]
  -- compare both sides after multiplication by a - b + 1
  apply mul_right_cancel₀ hac
  linear_combination
    (-(((a + (c + 1)).choose (c + 1) : ℚ) - ((a + (c + 1)).choose c : ℚ))) * H
    - ((a + (c + 1)).choose (c + 1) : ℚ) * ((c + 1)! : ℚ) * fa - ((a : ℚ) + 1) * q1
    + ((a + (c + 1)).choose c : ℚ) * ((a + 1)! : ℚ) * fc + ((c : ℚ) + 1) * q2

/-- Twice the spin projection `M` of `n` electrons of which those in `s` have spin down and the
others spin up. -/
def twoM {n : ℕ} (s : Finset (Fin n)) : ℤ := ∑ i, if i ∈ s then -1 else 1

/-- The number of spin configurations of `n` electrons with `2M = m`. -/
def configCount (n : ℕ) (m : ℤ) : ℕ :=
  ((univ : Finset (Finset (Fin n))).filter (fun s => twoM s = m)).card

/-- There are `C(n, d)` spin configurations of `n` electrons with `2M = n - 2d`. -/
theorem configCount_eq (n d : ℕ) : configCount n ((n : ℤ) - 2 * d) = n.choose d := by
  have hM : ∀ s : Finset (Fin n), twoM s = (n : ℤ) - 2 * s.card := by
    intro s
    have h : ∀ i, (if i ∈ s then (-1 : ℤ) else 1) = 1 - 2 * (if i ∈ s then 1 else 0) := by
      intro i
      split_ifs <;> norm_num
    unfold twoM
    simp only [h, sum_sub_distrib, ← mul_sum]
    simp
  have hs : (univ : Finset (Finset (Fin n))).filter (fun s => twoM s = (n : ℤ) - 2 * d) =
      powersetCard d univ := by
    ext s
    simp only [mem_filter, mem_univ, true_and, mem_powersetCard, subset_univ, hM]
    omega
  rw [configCount, hs, card_powersetCard, card_univ, Fintype.card_fin]

/-- For `a + b` electrons with `a ≥ b ≥ 1`, the number of spin configurations with
`M = (a-b)/2` minus the number with `M = (a-b)/2 + 1` is `(a+b)!` divided by the hook product
of the diagram with rows `a` and `b`. -/
theorem spin_count_eq_hook {a b : ℕ} (h : b ≤ a) (hb : 1 ≤ b) :
    (configCount (a + b) ((a : ℤ) - b) : ℚ) - (configCount (a + b) ((a : ℤ) - b + 2) : ℚ) =
      ((a + b)! : ℚ) / (hookProduct (twoRow a b h) : ℚ) := by
  have e1 : configCount (a + b) ((a : ℤ) - b) = (a + b).choose b := by
    rw [← configCount_eq]
    congr 1
    omega
  have e2 : configCount (a + b) ((a : ℤ) - b + 2) = (a + b).choose (b - 1) := by
    rw [← configCount_eq]
    congr 1
    omega
  rw [e1, e2, twoRow_dimension h hb]

end YoungHookSpin
```

```lean
#print axioms YoungHookSpin.spin_count_eq_hook
```

```
'YoungHookSpin.spin_count_eq_hook' depends on axioms: [propext, Classical.choice, Quot.sound]
```

## How the proof follows the derivation

`hookLength_add` writes the hook as a disjoint union of a horizontal and a vertical interval of cells. Adding their sizes gives the formula for $h_{ij}$, stated without subtraction.

`row_hook_product` carries the main argument. `injA` and `injB` show that neither list repeats a value, using the monotonicity of column and row lengths. `hd` shows that the lists are disjoint: its equivalence `h3` expresses membership of $(r,j)$ in both ways, and `omega` settles the two cases. `hU` proves that the union is the interval from 1 to $l_i$, by inclusion and a comparison of sizes. The products over the lists then combine into the factorial.

`hookProduct_mul_differences` splits the product over cells into rows and applies the row result to each. `twoRow_hookProduct` reads off the two row lengths and specialises to $k=2$.

In `twoRow_dimension`, $b$ is written as $c+1$. The proof clears the nonzero hook product, multiplies by $a-c=a-b+1$, and uses `linear_combination` to combine the factorial identities for the two binomials.

`configCount_eq` first shows $2M=n-2d$, then identifies the configurations with the $d$-element subsets of the electrons. `spin_count_eq_hook` substitutes $d=b$ and $d=b-1$ and applies the two-row formula.
